# The least spillage from an m-dimensional space is the sum of the d − m smallest occupations

A plane-wave calculation delivers occupied states spread over many basis functions, and we want to describe them with a few localised orbitals. Whatever part of the states lies outside the span of those orbitals is lost; this lost weight is the spillage. How small can it be if we may choose any $m$-dimensional space, whether or not atomic orbitals span it?

## Filling the leading natural orbitals

Let $D$ be a Hermitian density matrix in an orthonormal basis of a $d$-dimensional one-particle space, and let $P$ be the Hermitian projector onto a local space of dimension $m\le d$. The total spillage is $S(P)=\operatorname{tr}D(1-P)$. Number the eigenvalues of $D$ as $\lambda_0\ge\dots\ge\lambda_{d-1}$. The claim is

$$\min_P S(P)=\sum_{k\ge m}\lambda_k .$$

Let $u_k$ be the orthonormal eigenvectors (the natural orbitals) and $w_k=\langle u_k|P|u_k\rangle$ their weights in the local space. Inserting $D=\sum_k\lambda_k|u_k\rangle\langle u_k|$ gives

$$S(P)=\sum_k\lambda_k(1-w_k).$$

Since $P=P^\dagger P$, we have $w_k=\|Pu_k\|^2\ge0$. Likewise $1-w_k=\|(1-P)u_k\|^2\ge0$. A projector is the identity on its range and zero on its kernel, so $\sum_kw_k=\operatorname{tr}P=m$.

For $m<d$ put $c=\lambda_m$. Then $\lambda_k\ge c$ for $k<m$ and $\lambda_k\le c$ for $k\ge m$, so

$$S(P)-\sum_{k\ge m}\lambda_k=\sum_{k<m}\lambda_k(1-w_k)-\sum_{k\ge m}\lambda_kw_k\ge c\Big(m-\sum_kw_k\Big)=0 .$$

For $m=d$ every $w_k$ is 1 and both sides of the claim vanish. The projector onto $u_0,\dots,u_{m-1}$ has $w_k=1$ for $k<m$ and $w_k=0$ otherwise, so it attains the bound. The sign of the $\lambda_k$ was never used.

## Orthonormal states and the Pauli principle

Suppose that $D\le1$, meaning that no spin orbital holds more than one electron. Then $0\le\operatorname{tr}P(1-D)P=m-\operatorname{tr}DP$, and hence $S(P)\ge\operatorname{tr}D-m$.

For $n>0$ orthonormal states, the columns of $\Psi$, the density $D=\Psi\Psi^\dagger$ is itself a projector with trace $n$. So $1-D=(1-D)^\dagger(1-D)\ge0$, and division by $n$ gives

$$\frac{S(P)}{n}\ge1-\frac mn .$$

If $P$ projects onto $m$ of the states themselves, then $DP=P$ and $S(P)=n-m$, which is equality. For $m\ge n$ the bound says nothing beyond $S(P)\ge0$.

## Contracting a basis, and the lowest levels of a Hamiltonian

In electronic-structure practice the minimum gives a floor for the spillage of a small basis, within a finite one-particle space and with the local space otherwise free; atom-centred orbitals of fixed form may stay above it. To contract a large basis, one can average the density matrices of several systems in a common orthonormal basis, diagonalise the average and keep the $m$ leading eigenvectors. The sum of the discarded eigenvalues is then the average total spillage, and a direct evaluation of $\operatorname{tr}D(1-P)$ checks the code.

Because $D$ need not be positive, a one-particle Hamiltonian $H$ can take its place. With $Q=1-P$ of rank $N=d-m$, the same argument shows that the least energy $\operatorname{tr}HQ$ of $N$ non-interacting fermions in a single determinant is the sum of the $N$ lowest levels. Stating this in Lean is left as an exercise.

## Projectors and spillage in Lean

The finite type `ι` labels the orthonormal basis, so $d$ is `Fintype.card ι`. The type `κ` labels orbitals, which are stored as matrix columns, and `ᴴ` is the adjoint.

```lean
import Mathlib

open Matrix
open scoped ComplexOrder

namespace MinimalSpillage

noncomputable section

variable {ι κ : Type*} [Fintype ι] [DecidableEq ι] [Fintype κ] [DecidableEq κ]
```

A local space enters only through its projector.

```lean
/-- `P` is a Hermitian projector of rank `m`: the projector onto an `m`-dimensional local space. -/
structure IsRankProjector (m : ℕ) (P : Matrix ι ι ℂ) : Prop where
  herm : Pᴴ = P
  idem : P * P = P
  rank : P.rank = m
```

The definition of `spill` takes a real part to obtain a real number. For Hermitian $D$ and $P$ the trace is real already.

```lean
/-- The total spillage: the real part of `tr D (1 - P)`. -/
def spill (D P : Matrix ι ι ℂ) : ℝ := (trace (D * (1 - P))).re
```

The matrix `occ s` selects a set of orbitals.

```lean
/-- The diagonal matrix with entry one for the orbitals in `s` and zero for the others. -/
def occ (s : Finset κ) : Matrix κ κ ℂ := diagonal fun k => if k ∈ s then 1 else 0
```

The trace of a projector follows from Mathlib's result for a linear projection onto its range, carried over to matrices.

```lean
/-- The trace of an idempotent matrix is its rank. -/
theorem trace_eq_rank {P : Matrix ι ι ℂ} (h : P * P = P) : P.trace = (P.rank : ℂ) := by
  have hp : LinearMap.IsProj (LinearMap.range P.mulVecLin) P.mulVecLin :=
    ⟨fun x => ⟨x, rfl⟩, by rintro _ ⟨y, rfl⟩; simp [Matrix.mulVec_mulVec, h]⟩
  have h1 := hp.trace
  rw [LinearMap.trace_eq_matrix_trace ℂ (Pi.basisFun ℂ ι), LinearMap.toMatrix_eq_toMatrix',
    ← Matrix.toLin'_apply', LinearMap.toMatrix'_toLin'] at h1
  exact h1
```

With orthonormal columns `V`, the product `V * occ s * Vᴴ` is $\sum_{k\in s}|v_k\rangle\langle v_k|$. The middle factor `Vᴴ * V` collapses to 1, which gives idempotency, and the rank is read off from the trace.

```lean
/-- For orthonormal orbitals (the columns of `V`), the matrix `V (occ s) V*` is a Hermitian
projector whose rank is the number of orbitals in `s`. -/
theorem selected_isRankProjector {V : Matrix ι κ ℂ} (hV : Vᴴ * V = 1) (s : Finset κ) :
    IsRankProjector s.card (V * occ s * Vᴴ) := by
  have hd : (occ s)ᴴ = occ s := by
    unfold occ
    rw [diagonal_conjTranspose]
    congr 1
    funext k
    by_cases h : k ∈ s <;> simp [h]
  have ho : occ s * occ s = occ s := by
    unfold occ
    rw [diagonal_mul_diagonal]
    congr 1
    funext k
    by_cases h : k ∈ s <;> simp [h]
  have hi : V * occ s * Vᴴ * (V * occ s * Vᴴ) = V * occ s * Vᴴ := by
    calc _ = V * (occ s * (Vᴴ * V) * occ s) * Vᴴ := by simp only [Matrix.mul_assoc]
      _ = _ := by rw [hV, Matrix.mul_one, ho]
  refine ⟨?_, hi, ?_⟩
  · rw [conjTranspose_mul, conjTranspose_mul, conjTranspose_conjTranspose, hd, Matrix.mul_assoc]
  · have ht : trace (V * occ s * Vᴴ) = (s.card : ℂ) := by
      rw [trace_mul_comm, ← Matrix.mul_assoc, hV, Matrix.one_mul]
      simp [occ, trace_diagonal]
    rw [trace_eq_rank hi] at ht
    exact_mod_cast ht
```

## Natural orbitals and their weights

Mathlib's `eigenvalues₀` is the decreasing list $\lambda_0,\dots,\lambda_{d-1}$. The next lemma reorders the eigenvector columns to match it.

```lean
/-- A Hermitian matrix is diagonal in a complete orthonormal set of natural orbitals, listed
in decreasing order of their eigenvalues. -/
theorem natural_orbitals {D : Matrix ι ι ℂ} (hD : D.IsHermitian) :
    ∃ U : Matrix ι (Fin (Fintype.card ι)) ℂ, Uᴴ * U = 1 ∧ U * Uᴴ = 1 ∧
      D = U * diagonal (fun k => (hD.eigenvalues₀ k : ℂ)) * Uᴴ := by
  let e : Fin (Fintype.card ι) ≃ ι := Fintype.equivOfCardEq (Fintype.card_fin _)
  have he : ∀ k, hD.eigenvalues (e k) = hD.eigenvalues₀ k := fun k => by
    simp [Matrix.IsHermitian.eigenvalues, e]
  let W : Matrix ι ι ℂ := hD.eigenvectorUnitary
  have hW : Wᴴ * W = 1 := Matrix.mem_unitaryGroup_iff'.mp hD.eigenvectorUnitary.2
  have hW' : W * Wᴴ = 1 := Matrix.mem_unitaryGroup_iff.mp hD.eigenvectorUnitary.2
  have hs : D = W * diagonal (fun i => (hD.eigenvalues i : ℂ)) * Wᴴ := by
    have h := hD.spectral_theorem
    rw [Unitary.conjStarAlgAut_apply] at h
    exact h
  have hdiag : diagonal (fun k => (hD.eigenvalues₀ k : ℂ)) =
      (diagonal (fun i => (hD.eigenvalues i : ℂ))).submatrix e e := by
    rw [submatrix_diagonal_equiv]
    congr 1
    funext k
    simp [he]
  refine ⟨W.submatrix id e, ?_, ?_, ?_⟩
  · rw [conjTranspose_submatrix, ← submatrix_mul Wᴴ W e id e Function.bijective_id, hW,
      submatrix_one_equiv]
  · rw [conjTranspose_submatrix, ← submatrix_mul W Wᴴ id e id e.bijective, hW', submatrix_id_id]
  · rw [conjTranspose_submatrix, hdiag, ← submatrix_mul _ _ id e e e.bijective,
      ← submatrix_mul _ _ id e id e.bijective, submatrix_id_id]
    exact hs
```

Cyclicity of the trace now gives $S(P)=\sum_k\lambda_k(1-w_k)$, with $w_k$ appearing as the diagonal entry of `Uᴴ * P * U`.

```lean
/-- In natural orbitals, the spillage is the sum of the occupations, each times the part of
its orbital's weight that is missing from the local space. -/
theorem spill_natural {U : Matrix ι κ ℂ} (hU : Uᴴ * U = 1) (a : κ → ℝ) (P : Matrix ι ι ℂ) :
    spill (U * diagonal (fun k => (a k : ℂ)) * Uᴴ) P =
      ∑ k, a k * (1 - ((Uᴴ * P * U) k k).re) := by
  have hq : Uᴴ * (1 - P) * U = 1 - Uᴴ * P * U := by
    rw [Matrix.mul_sub, Matrix.sub_mul, Matrix.mul_one, hU]
  have ht : trace (U * diagonal (fun k => (a k : ℂ)) * Uᴴ * (1 - P)) =
      trace (diagonal (fun k => (a k : ℂ)) * (Uᴴ * (1 - P) * U)) := by
    calc _ = trace (U * (diagonal (fun k => (a k : ℂ)) * (Uᴴ * (1 - P)))) := by
          simp only [Matrix.mul_assoc]
      _ = trace (diagonal (fun k => (a k : ℂ)) * (Uᴴ * (1 - P)) * U) := trace_mul_comm _ _
      _ = _ := by simp only [Matrix.mul_assoc]
  unfold spill
  rw [ht, hq]
  simp only [Matrix.trace, Matrix.diag_apply, Matrix.diagonal_mul, Complex.re_sum,
    Complex.re_ofReal_mul, Matrix.sub_apply, Matrix.one_apply_eq, Complex.sub_re, Complex.one_re]
```

Nonnegativity of $w_k$ is the identity $w_k=\|Pu_k\|^2$, written as a sum of squared moduli.

```lean
omit [DecidableEq ι] [Fintype κ] [DecidableEq κ] in
/-- The weight of any orbital in the range of a Hermitian projector is nonnegative. -/
theorem weight_nonneg {P : Matrix ι ι ℂ} (hP : Pᴴ = P) (hi : P * P = P)
    (U : Matrix ι κ ℂ) (k : κ) : 0 ≤ ((Uᴴ * P * U) k k).re := by
  have h : Uᴴ * P * U = (P * U)ᴴ * (P * U) := by
    calc Uᴴ * P * U = Uᴴ * (P * P) * U := by rw [hi]
      _ = _ := by rw [conjTranspose_mul, hP]; simp only [Matrix.mul_assoc]
  rw [h, Matrix.mul_apply, Complex.re_sum]
  refine Finset.sum_nonneg fun j _ => ?_
  simp only [Matrix.conjTranspose_apply, Complex.star_def, Complex.mul_re, Complex.conj_re,
    Complex.conj_im]
  nlinarith [mul_self_nonneg ((P * U) j k).re, mul_self_nonneg ((P * U) j k).im]
```

## The threshold argument

A count of the leading levels comes first.

```lean
/-- Exactly `m` of `N` ordered levels lie below position `m`, when `m ≤ N`. -/
theorem card_leading {N m : ℕ} (hm : m ≤ N) :
    (Finset.univ.filter fun k : Fin N => k.val < m).card = m := by
  rw [Finset.card_filter, Fin.sum_univ_eq_sum_range (fun i => if i < m then 1 else 0) N,
    ← Finset.card_filter]
  have h : (Finset.range N).filter (fun i => i < m) = Finset.range m := by
    ext i
    simp only [Finset.mem_filter, Finset.mem_range]
    omega
  rw [h, Finset.card_range]
```

In `filling_bound` the two comparisons with $c$ are merged into one inequality per level, `key`. On summation the terms with $c$ cancel, because the weights and the leading levels both total $m$. For $m=d$ there is no $\lambda_m$, and any lower bound of the levels serves as $c$.

```lean
/-- If weights between zero and one add up to `m`, the missing weights on a decreasing list of
levels cost at least the sum of the levels from position `m` on. -/
theorem filling_bound {N m : ℕ} (hm : m ≤ N) {a w : Fin N → ℝ} (ha : Antitone a)
    (h0 : ∀ k, 0 ≤ w k) (h1 : ∀ k, w k ≤ 1) (hs : ∑ k, w k = m) :
    ∑ k with m ≤ k.val, a k ≤ ∑ k, a k * (1 - w k) := by
  -- a threshold separating the leading levels from the rest
  obtain ⟨c, hc1, hc2⟩ : ∃ c : ℝ, (∀ k : Fin N, k.val < m → c ≤ a k) ∧
      ∀ k : Fin N, m ≤ k.val → a k ≤ c := by
    rcases hm.lt_or_eq with h | h
    · exact ⟨a ⟨m, h⟩, fun k hk => ha (Fin.le_def.mpr hk.le),
        fun k hk => ha (Fin.le_def.mpr hk)⟩
    · refine ⟨-∑ k, |a k|, fun k _ => ?_, fun k hk => absurd k.isLt (by omega)⟩
      have h2 : |a k| ≤ ∑ k, |a k| :=
        Finset.single_le_sum (f := fun k => |a k|) (fun i _ => abs_nonneg _) (Finset.mem_univ k)
      linarith [neg_abs_le (a k)]
  have key : ∀ k : Fin N, (if m ≤ k.val then a k else 0) ≤
      a k * (1 - w k) + c * (w k - if k.val < m then 1 else 0) := by
    intro k
    by_cases h : k.val < m
    · rw [if_neg (not_le_of_gt h), if_pos h]
      nlinarith [mul_nonneg (sub_nonneg.mpr (hc1 k h)) (sub_nonneg.mpr (h1 k))]
    · rw [if_pos (not_lt.mp h), if_neg h]
      nlinarith [mul_nonneg (sub_nonneg.mpr (hc2 k (not_lt.mp h))) (h0 k)]
  have hsum := Finset.sum_le_sum fun k (_ : k ∈ Finset.univ) => key k
  rw [Finset.sum_add_distrib, ← Finset.mul_sum, Finset.sum_sub_distrib, hs, Finset.sum_boole,
    card_leading hm, sub_self, mul_zero, add_zero] at hsum
  rw [Finset.sum_filter]
  exact hsum
```

## The minimum over all projectors

The set in `isLeast_spill` contains the spillages of all rank-$m$ Hermitian projectors. `IsLeast` says that the tail sum belongs to this set and that no member is smaller. The first half of the proof inserts the leading natural orbitals; the second feeds the weights to `filling_bound`, obtaining $w_k\le1$ by applying `weight_nonneg` to $1-P$.

```lean
/-- The minimum spillage of a Hermitian density matrix over all projectors of rank `m` is the
sum of its `d - m` smallest eigenvalues, `d` being the dimension of the space. -/
theorem isLeast_spill {D : Matrix ι ι ℂ} (hD : D.IsHermitian) {m : ℕ}
    (hm : m ≤ Fintype.card ι) :
    IsLeast (spill D '' {P | IsRankProjector m P})
      (∑ k with m ≤ k.val, hD.eigenvalues₀ k) := by
  obtain ⟨U, hU, hU', hs⟩ := natural_orbitals hD
  have hf : ∀ P, spill D P = ∑ k, hD.eigenvalues₀ k * (1 - ((Uᴴ * P * U) k k).re) := fun P =>
    (congrArg (fun A => spill A P) hs).trans (spill_natural hU _ P)
  constructor
  · -- the projector onto the leading natural orbitals attains the value
    let s := Finset.univ.filter fun k : Fin (Fintype.card ι) => k.val < m
    have hp := selected_isRankProjector hU s
    rw [card_leading hm] at hp
    refine ⟨U * occ s * Uᴴ, hp, ?_⟩
    have hq : Uᴴ * (U * occ s * Uᴴ) * U = occ s := by
      calc _ = (Uᴴ * U) * occ s * (Uᴴ * U) := by simp only [Matrix.mul_assoc]
        _ = _ := by rw [hU, Matrix.one_mul, Matrix.mul_one]
    rw [hf, hq, Finset.sum_filter]
    refine Finset.sum_congr rfl fun k _ => ?_
    by_cases h : k.val < m
    · simp [occ, s, h]
    · simp [occ, s, h, not_lt.mp h]
  · rintro _ ⟨P, hP, rfl⟩
    rw [hf]
    refine filling_bound hm hD.eigenvalues₀_antitone
      (fun k => weight_nonneg hP.herm hP.idem U k) (fun k => ?_) ?_
    · -- the complementary projector also has nonnegative weights
      have h := weight_nonneg (P := 1 - P) (by rw [conjTranspose_sub, conjTranspose_one, hP.herm])
        (IsIdempotentElem.one_sub hP.idem) U k
      rw [Matrix.mul_sub, Matrix.sub_mul, Matrix.mul_one, hU, Matrix.sub_apply,
        Matrix.one_apply_eq, Complex.sub_re, Complex.one_re] at h
      linarith
    · have ht : trace (Uᴴ * P * U) = (m : ℂ) := by
        rw [trace_mul_comm, ← Matrix.mul_assoc, hU', Matrix.one_mul, trace_eq_rank hP.idem,
          hP.rank]
      have hr := congrArg Complex.re ht
      simpa only [Matrix.trace, Matrix.diag_apply, Complex.re_sum, Complex.natCast_re] using hr
```

## The bound per state

The hypothesis `(1 - D).PosSemidef` is the Pauli condition $D\le1$. For a spin-summed density, with occupations up to 2, it applies to $D/2$.

```lean
/-- If no orbital is occupied more than once (`D ≤ 1`), a local space of dimension `m` leaves a
spillage of at least `tr D - m`. -/
theorem pauli_bound {D P : Matrix ι ι ℂ} {m : ℕ} (hD : (1 - D).PosSemidef)
    (hP : IsRankProjector m P) : D.trace.re - m ≤ spill D P := by
  have h := (hD.conjTranspose_mul_mul_same P).trace_nonneg
  have ht : trace (Pᴴ * (1 - D) * P) = (m : ℂ) - trace (D * P) := by
    rw [hP.herm, trace_mul_comm, ← Matrix.mul_assoc, hP.idem, Matrix.mul_sub, Matrix.mul_one,
      trace_sub, trace_eq_rank hP.idem, hP.rank, trace_mul_comm P D]
  rw [ht] at h
  have hr := (Complex.le_def.mp h).1
  simp only [Complex.zero_re, Complex.sub_re, Complex.natCast_re] at hr
  unfold spill
  rw [Matrix.mul_sub, Matrix.mul_one, trace_sub, Complex.sub_re]
  linarith
```

For orthonormal states this condition is derived from `Ψᴴ * Ψ = 1`.

```lean
/-- For `n > 0` orthonormal states (the columns of `Ψ`), the spillage per state out of a local
space of dimension `m` is at least `1 - m / n`. -/
theorem orthonormal_bound {n m : ℕ} (hn : 0 < n) {Ψ : Matrix ι (Fin n) ℂ} (hΨ : Ψᴴ * Ψ = 1)
    {P : Matrix ι ι ℂ} (hP : IsRankProjector m P) :
    1 - (m : ℝ) / n ≤ spill (Ψ * Ψᴴ) P / n := by
  have hi : Ψ * Ψᴴ * (Ψ * Ψᴴ) = Ψ * Ψᴴ := by
    calc _ = Ψ * (Ψᴴ * Ψ) * Ψᴴ := by simp only [Matrix.mul_assoc]
      _ = _ := by rw [hΨ, Matrix.mul_one]
  have hh : (1 - Ψ * Ψᴴ)ᴴ = 1 - Ψ * Ψᴴ := by
    rw [conjTranspose_sub, conjTranspose_one, conjTranspose_mul, conjTranspose_conjTranspose]
  have hpos := posSemidef_conjTranspose_mul_self (1 - Ψ * Ψᴴ)
  rw [hh, (IsIdempotentElem.one_sub hi : (1 - Ψ * Ψᴴ) * (1 - Ψ * Ψᴴ) = _)] at hpos
  have h := pauli_bound hpos hP
  rw [trace_mul_comm, hΨ, trace_one, Fintype.card_fin, Complex.natCast_re] at h
  have hn' : (0 : ℝ) < n := by exact_mod_cast hn
  rw [le_div_iff₀ hn', sub_mul, one_mul, div_mul_cancel₀ _ hn'.ne']
  exact h
```

The last theorem evaluates the spillage for a subset `s` of the states, so the bound is attained for every $m\le n$.

```lean
/-- Projecting onto a subset `s` of `n > 0` orthonormal states gives a spillage per state of
exactly `1 - |s| / n`. -/
theorem orthonormal_bound_attained {n : ℕ} (hn : 0 < n) {Ψ : Matrix ι (Fin n) ℂ}
    (hΨ : Ψᴴ * Ψ = 1) (s : Finset (Fin n)) :
    spill (Ψ * Ψᴴ) (Ψ * occ s * Ψᴴ) / n = 1 - (s.card : ℝ) / n := by
  have hp := selected_isRankProjector hΨ s
  have hm : Ψ * Ψᴴ * (Ψ * occ s * Ψᴴ) = Ψ * occ s * Ψᴴ := by
    calc _ = Ψ * (Ψᴴ * Ψ) * occ s * Ψᴴ := by simp only [Matrix.mul_assoc]
      _ = _ := by rw [hΨ, Matrix.mul_one]
  have hn' : (n : ℝ) ≠ 0 := by exact_mod_cast hn.ne'
  unfold spill
  rw [Matrix.mul_sub, Matrix.mul_one, hm, trace_sub, trace_eq_rank hp.idem, hp.rank,
    trace_mul_comm, hΨ, trace_one, Fintype.card_fin, Complex.sub_re, Complex.natCast_re,
    Complex.natCast_re, sub_div, div_self hn']

end

end MinimalSpillage
```

```lean
#print axioms MinimalSpillage.isLeast_spill
#print axioms MinimalSpillage.orthonormal_bound
#print axioms MinimalSpillage.orthonormal_bound_attained
```

```
'MinimalSpillage.isLeast_spill' depends on axioms: [propext, Classical.choice, Quot.sound]
'MinimalSpillage.orthonormal_bound' depends on axioms: [propext, Classical.choice, Quot.sound]
'MinimalSpillage.orthonormal_bound_attained' depends on axioms: [propext, Classical.choice, Quot.sound]
```
